# Realisable pair correlations of two Ising spins: $|m_1+m_2|-1\le c\le 1-|m_1-m_2|$

## Physical setting

One way to set up the pair approximation to the free energy of a binary alloy, for a structure with two sublattices and a single kind of bond between them, is to vary two site averages $m_1, m_2$ and a bond correlation $c$, convert them into the four probabilities of the pair states, and insert these into entropy terms of the form $w\ln w$. Since $w\ln w$ is undefined for negative $w$, trial values $(m_1,m_2,c)$ in this parametrisation are admissible only when they give nonnegative probabilities. The result below supplies that test in closed form for one pair of classical two-state sites, so it bounds the admissible region for a single bond and gives a necessary check on simulation data, provided the two means and the correlation are averages of the same two spin variables over the same finite set of configurations, taken with the same nonnegative weights.

Each site carries a spin variable with value $+1$ for species A and $-1$ for species B. An ensemble is a finite set $\Omega$ of configurations $\omega$ with weights $p(\omega)\ge 0$ and $\sum_\omega p(\omega)=1$. For spin variables $a$ and $b$ on $\Omega$,
$$\langle a\rangle=\sum_\omega p(\omega)\,a(\omega),\qquad \langle ab\rangle=\sum_\omega p(\omega)\,a(\omega)\,b(\omega).$$
A triple $(m_1,m_2,c)$ of real numbers is called realisable if some probability distribution on the four states $(s,t)$, $s,t=\pm1$, has $\langle s\rangle=m_1$, $\langle t\rangle=m_2$ and $\langle st\rangle=c$.

## Statement

1. For all real $m_1,m_2,c$, the triple is realisable if and only if
$$|m_1+m_2|-1\le c\le 1-|m_1-m_2|.$$
2. In any finite ensemble, any two spin variables obey these bounds with $m_1=\langle a\rangle$, $m_2=\langle b\rangle$, $c=\langle ab\rangle$.
3. Normalised weights on the four pair states with these three moments equal $w(s,t)=\tfrac14(1+m_1s+m_2t+c\,st)$.
4. Some $c$ is realisable with means $m_1,m_2$ exactly when $|m_1|\le1$ and $|m_2|\le1$.
5. Three spin variables $a,b,d$ of any finite ensemble obey $\langle ab\rangle+\langle bd\rangle+\langle da\rangle\ge-1$. Hence for $-1\le c<-\tfrac13$ the triple $(0,0,c)$ is realisable, yet no finite ensemble gives the value $c$ on all three bonds of a triangle.

## Derivation

**Inversion.** For $x,s=\pm1$ the number $(1+xs)/2$ is $1$ if $x=s$ and $0$ otherwise. The indicator that a pair of values $(x,y)$ equals $(s,t)$ is therefore
$$\frac{(1+xs)(1+yt)}{4}=\frac{1+xs+yt+xy\,st}{4}.$$
Put $x=a(\omega)$, $y=b(\omega)$, multiply by $p(\omega)$ and sum. The probability $P(s,t)$ that $a=s$ and $b=t$ becomes
$$P(s,t)=\frac{1+\langle a\rangle s+\langle b\rangle t+\langle ab\rangle\,st}{4},$$
which is $w(s,t)$ built from the moments of the ensemble. Only $\sum_\omega p(\omega)=1$ was used. When $\Omega$ is itself the set of four pair states, $P=p$, and this is item 3.

**Moments of $w$.** Over the four states the sums of $s$, $t$ and $st$ vanish, and $s^2=t^2=1$. Thus $\sum_{s,t}w=4/4=1$. Next,
$$\sum_{s,t}s\,w=\tfrac14\sum_{s,t}\left(s+m_1+m_2\,st+c\,t\right)=m_1,$$
the same computation with $t$ gives $m_2$, and
$$\sum_{s,t}st\,w=\tfrac14\sum_{s,t}\left(st+m_1t+m_2s+c\right)=c.$$
This holds for all real $m_1,m_2,c$.

**Positivity.** The four weights are
$$4w(+,+)=1+c+(m_1+m_2),\qquad 4w(-,-)=1+c-(m_1+m_2),$$
$$4w(+,-)=1-c+(m_1-m_2),\qquad 4w(-,+)=1-c-(m_1-m_2).$$
The two parallel weights are nonnegative exactly when $|m_1+m_2|\le1+c$, which is the lower bound. The two antiparallel weights are nonnegative exactly when $|m_1-m_2|\le1-c$, which is the upper bound.

**The equivalence.** In an ensemble $P(s,t)$ is a sum of nonnegative terms, so inversion and positivity give item 2, and with $\Omega$ the four pair states the necessity in item 1. Conversely, if the bounds hold, $w$ is nonnegative, normalised and has the required moments, so it realises the triple.

**Range of the means.** The interval for $c$ is nonempty exactly when $|m_1+m_2|+|m_1-m_2|\le2$. Each choice of signs for the two absolute values turns the left side into one of $\pm2m_1$, $\pm2m_2$, and the left side is at least as large as each of these four numbers. The condition is therefore $|m_1|\le1$ and $|m_2|\le1$.

**Triangle.** For $x,y,z=\pm1$ the quantity $1+xy+yz+zx$ is $4$ when all three agree. Otherwise two agree, the products are $+1,-1,-1$, and it is $0$. Averaging this nonnegative quantity gives $1+\langle ab\rangle+\langle bd\rangle+\langle da\rangle\ge0$. Three equal correlations need $3c\ge-1$, while item 1 with zero means asks only for $-1\le c\le1$.

**An easy mistake.** The value $c$ is the raw moment $\langle ab\rangle$ and not the connected correlation $\langle ab\rangle-\langle a\rangle\langle b\rangle$. For $m_1=m_2=0.9$ the allowed interval is $0.8\le c\le1$, and independent sites have $c=0.81$. Inserting their connected correlation $0$ for $c$ gives $w(-,-)=-0.2$, although $|c|\le1$ holds.

## What the formal version assumes

A site state is a `Bool`, and `spin` sends `true` to $+1$ and `false` to $-1$. In Lean `s`, `t`, `y`, `z` are Booleans, and the letters of the derivation correspond to `spin s`, `spin t` and so on. The letter `x` is a Boolean where it appears together with `y`, and elsewhere it is a pair state in `Bool × Bool`. The type `Ω` is an arbitrary finite configuration space, `IsDistribution p` states $p\ge0$ and $\sum p=1$, and a spin variable is a map `Ω → Bool`. The definitions `mean`, `corr` and `pairProb` are $\langle a\rangle$, $\langle ab\rangle$ and $P(s,t)$ as plain weighted sums, with no division by the total weight, so normalisation enters as a hypothesis. The function `pairWeight` is $w$. In `Realizable m₁ m₂ c` the space is `Bool × Bool`, and `Prod.fst` and `Prod.snd` read off the first and second spin.

`realizable_iff` is item 1 and carries no hypothesis on the means; by `exists_realizable_iff`, item 4, the bounds already force them into $[-1,1]$. `corr_bounds` is item 2. Its variables `a` and `b` may coincide, in which case $c=1$ and the bounds read $2|\langle a\rangle|-1\le1\le1$. On an empty `Ω` no distribution exists, and on a one-point `Ω` both bounds are equalities. `eq_pairWeight`, item 3, assumes normalisation but not positivity, and it concerns weights on `Bool × Bool`; on a larger `Ω` the moments fix the marginal `pairProb`, by `cluster_inversion`, and not `p` itself. In `triangle_frustration` the zero means appear only in the realisable pair: the impossibility on the triangle holds for every finite `Ω` and whatever the three means are.

The model is kinematic. There is no Hamiltonian, temperature or Boltzmann weight, no lattice geometry or translation invariance, and no infinite system. Sites have two states, and the spins are commuting classical variables. Sufficiency is established for one isolated pair, and item 5 shows that satisfying the pair bounds bond by bond is not enough for three sites. Whether the values $-\tfrac13\le c\le1$ are attained on all three bonds of the triangle is a question that no theorem in the file takes up.

```lean
import Mathlib

open Finset

namespace PairCorrelationBounds

noncomputable section

variable {Ω : Type*} [Fintype Ω]

/-- The value `±1` of an Ising spin (site occupation variable). -/
def spin : Bool → ℝ
  | true => 1
  | false => -1

/-- A probability distribution on a finite configuration space. -/
def IsDistribution (p : Ω → ℝ) : Prop := (∀ ω, 0 ≤ p ω) ∧ ∑ ω, p ω = 1

/-- The mean `⟨a⟩` of the spin variable `a` under the weights `p`. -/
def mean (p : Ω → ℝ) (a : Ω → Bool) : ℝ := ∑ ω, p ω * spin (a ω)

/-- The pair correlation `⟨a b⟩` of two spin variables under the weights `p`. -/
def corr (p : Ω → ℝ) (a b : Ω → Bool) : ℝ := ∑ ω, p ω * (spin (a ω) * spin (b ω))

/-- The total weight of the configurations in which `a` is in state `s` and `b` in state `t`. -/
def pairProb (p : Ω → ℝ) (a b : Ω → Bool) (s t : Bool) : ℝ :=
  ∑ ω, p ω * (if a ω = s ∧ b ω = t then 1 else 0)

/-- The cluster-expansion weight `(1 + m₁ s + m₂ t + c s t) / 4` of the pair state `(s, t)`. -/
def pairWeight (m₁ m₂ c : ℝ) (x : Bool × Bool) : ℝ :=
  (1 + m₁ * spin x.1 + m₂ * spin x.2 + c * spin x.1 * spin x.2) / 4

/-- Some joint distribution of two spins has means `m₁`, `m₂` and pair correlation `c`. -/
def Realizable (m₁ m₂ c : ℝ) : Prop :=
  ∃ p : Bool × Bool → ℝ, IsDistribution p ∧
    mean p Prod.fst = m₁ ∧ mean p Prod.snd = m₂ ∧ corr p Prod.fst Prod.snd = c

/-- For normalised weights, the weight of the pair state `(s, t)` is the cluster-expansion
weight built from the two means and the pair correlation. -/
theorem cluster_inversion (p : Ω → ℝ) (hp : ∑ ω, p ω = 1) (a b : Ω → Bool) (s t : Bool) :
    pairProb p a b s t = pairWeight (mean p a) (mean p b) (corr p a b) (s, t) := by
  -- the indicator of `(s, t)` expanded in the cluster functions `1, x, y, x y`
  have h : ∀ x y : Bool, (if x = s ∧ y = t then (1 : ℝ) else 0) =
      (1 + spin x * spin s + spin y * spin t + spin x * spin y * spin s * spin t) / 4 := by
    intro x y
    cases x <;> cases y <;> cases s <;> cases t <;> norm_num [spin]
  have e : pairProb p a b s t = ((∑ ω, p ω) + mean p a * spin s + mean p b * spin t
      + corr p a b * spin s * spin t) / 4 := by
    simp only [pairProb, mean, corr, h, Finset.sum_mul, ← Finset.sum_add_distrib,
      Finset.sum_div]
    exact Finset.sum_congr rfl fun ω _ => by ring
  rw [e, hp]
  rfl

/-- The cluster-expansion weights sum to one and have means `m₁`, `m₂` and correlation `c`. -/
theorem pairWeight_moments (m₁ m₂ c : ℝ) :
    ∑ x, pairWeight m₁ m₂ c x = 1 ∧ mean (pairWeight m₁ m₂ c) Prod.fst = m₁ ∧
      mean (pairWeight m₁ m₂ c) Prod.snd = m₂ ∧
      corr (pairWeight m₁ m₂ c) Prod.fst Prod.snd = c := by
  refine ⟨?_, ?_, ?_, ?_⟩ <;>
    simp only [mean, corr, Fintype.sum_prod_type, Fintype.sum_bool, pairWeight, spin] <;>
    ring

/-- All four cluster-expansion weights are nonnegative exactly when
`|m₁ + m₂| - 1 ≤ c ≤ 1 - |m₁ - m₂|`. -/
theorem pairWeight_nonneg_iff (m₁ m₂ c : ℝ) :
    (∀ x, 0 ≤ pairWeight m₁ m₂ c x) ↔ |m₁ + m₂| - 1 ≤ c ∧ c ≤ 1 - |m₁ - m₂| := by
  constructor
  · intro h
    have h1 := h (true, true)
    have h2 := h (false, false)
    have h3 := h (true, false)
    have h4 := h (false, true)
    simp only [pairWeight, spin] at h1 h2 h3 h4
    -- parallel states give the lower bound, antiparallel states the upper bound
    have lo : |m₁ + m₂| ≤ 1 + c := abs_le.2 ⟨by linarith, by linarith⟩
    have hi : |m₁ - m₂| ≤ 1 - c := abs_le.2 ⟨by linarith, by linarith⟩
    exact ⟨by linarith, by linarith⟩
  · rintro ⟨lo, hi⟩ ⟨s, t⟩
    have h1 := le_abs_self (m₁ + m₂)
    have h2 := neg_abs_le (m₁ + m₂)
    have h3 := le_abs_self (m₁ - m₂)
    have h4 := neg_abs_le (m₁ - m₂)
    cases s <;> cases t <;> simp only [pairWeight, spin] <;> linarith

/-- In any finite ensemble, two spin variables obey
`|⟨a⟩ + ⟨b⟩| - 1 ≤ ⟨a b⟩ ≤ 1 - |⟨a⟩ - ⟨b⟩|`. -/
theorem corr_bounds (p : Ω → ℝ) (hp : IsDistribution p) (a b : Ω → Bool) :
    |mean p a + mean p b| - 1 ≤ corr p a b ∧ corr p a b ≤ 1 - |mean p a - mean p b| := by
  apply (pairWeight_nonneg_iff _ _ _).1
  rintro ⟨s, t⟩
  -- the weight is a marginal probability
  rw [← cluster_inversion p hp.2 a b s t]
  unfold pairProb
  refine Finset.sum_nonneg fun ω _ => mul_nonneg (hp.1 ω) ?_
  split_ifs <;> norm_num

/-- A value `c` is the pair correlation of some joint distribution of two spins with means
`m₁`, `m₂` if and only if `|m₁ + m₂| - 1 ≤ c ≤ 1 - |m₁ - m₂|`. -/
theorem realizable_iff (m₁ m₂ c : ℝ) :
    Realizable m₁ m₂ c ↔ |m₁ + m₂| - 1 ≤ c ∧ c ≤ 1 - |m₁ - m₂| := by
  constructor
  · rintro ⟨p, hp, h1, h2, h3⟩
    have h := corr_bounds p hp Prod.fst Prod.snd
    rwa [h1, h2, h3] at h
  · intro h
    obtain ⟨h0, h1, h2, h3⟩ := pairWeight_moments m₁ m₂ c
    exact ⟨pairWeight m₁ m₂ c, ⟨(pairWeight_nonneg_iff m₁ m₂ c).2 h, h0⟩, h1, h2, h3⟩

/-- Normalised weights on the four states of two spins with means `m₁`, `m₂` and correlation
`c` coincide with the cluster-expansion weights. -/
theorem eq_pairWeight (p : Bool × Bool → ℝ) (hp : ∑ x, p x = 1) (m₁ m₂ c : ℝ)
    (h1 : mean p Prod.fst = m₁) (h2 : mean p Prod.snd = m₂)
    (h3 : corr p Prod.fst Prod.snd = c) : p = pairWeight m₁ m₂ c := by
  simp only [mean, corr, Fintype.sum_prod_type, Fintype.sum_bool, spin] at hp h1 h2 h3
  funext x
  obtain ⟨s, t⟩ := x
  cases s <;> cases t <;> simp only [pairWeight, spin] <;> linarith

/-- Some pair correlation is realisable with means `m₁`, `m₂` exactly when both means lie
in `[-1, 1]`. -/
theorem exists_realizable_iff (m₁ m₂ : ℝ) :
    (∃ c, Realizable m₁ m₂ c) ↔ |m₁| ≤ 1 ∧ |m₂| ≤ 1 := by
  constructor
  · rintro ⟨c, hc⟩
    obtain ⟨lo, hi⟩ := (realizable_iff m₁ m₂ c).1 hc
    have h1 := le_abs_self (m₁ + m₂)
    have h2 := neg_abs_le (m₁ + m₂)
    have h3 := le_abs_self (m₁ - m₂)
    have h4 := neg_abs_le (m₁ - m₂)
    exact ⟨abs_le.2 ⟨by linarith, by linarith⟩, abs_le.2 ⟨by linarith, by linarith⟩⟩
  · rintro ⟨h1, h2⟩
    obtain ⟨a1, a2⟩ := abs_le.1 h1
    obtain ⟨b1, b2⟩ := abs_le.1 h2
    -- take the lower end of the interval
    refine ⟨|m₁ + m₂| - 1, (realizable_iff _ _ _).2 ⟨le_rfl, ?_⟩⟩
    rcases abs_cases (m₁ + m₂) with ⟨e1, _⟩ | ⟨e1, _⟩ <;>
      rcases abs_cases (m₁ - m₂) with ⟨e2, _⟩ | ⟨e2, _⟩ <;> linarith

/-- In any finite ensemble, three spin variables obey `⟨a b⟩ + ⟨b d⟩ + ⟨d a⟩ ≥ -1`. -/
theorem triangle_bound (p : Ω → ℝ) (hp : IsDistribution p) (a b d : Ω → Bool) :
    -1 ≤ corr p a b + corr p b d + corr p d a := by
  -- three spins cannot be pairwise antiparallel
  have h : ∀ x y z : Bool,
      0 ≤ 1 + spin x * spin y + spin y * spin z + spin z * spin x := by
    intro x y z
    cases x <;> cases y <;> cases z <;> norm_num [spin]
  have e : (∑ ω, p ω) + corr p a b + corr p b d + corr p d a = ∑ ω, p ω *
      (1 + spin (a ω) * spin (b ω) + spin (b ω) * spin (d ω) + spin (d ω) * spin (a ω)) := by
    simp only [corr, ← Finset.sum_add_distrib]
    exact Finset.sum_congr rfl fun ω _ => by ring
  have pos : 0 ≤ (∑ ω, p ω) + corr p a b + corr p b d + corr p d a := by
    rw [e]
    exact Finset.sum_nonneg fun ω _ => mul_nonneg (hp.1 ω) (h _ _ _)
  rw [hp.2] at pos
  linarith

/-- For `-1 ≤ c < -1/3` the correlation `c` is realisable for a pair with zero means, but no
distribution on `Ω` gives three spin variables the correlation `c` on all three pairs. -/
theorem triangle_frustration (c : ℝ) (h1 : -1 ≤ c) (h2 : c < -1 / 3) :
    Realizable 0 0 c ∧ ¬ ∃ (p : Ω → ℝ) (a b d : Ω → Bool), IsDistribution p ∧
      corr p a b = c ∧ corr p b d = c ∧ corr p d a = c := by
  constructor
  · rw [realizable_iff, add_zero, sub_zero, abs_zero]
    constructor <;> linarith
  · rintro ⟨p, a, b, d, hp, e1, e2, e3⟩
    have h := triangle_bound p hp a b d
    linarith

end

end PairCorrelationBounds
```

```lean
#print axioms PairCorrelationBounds.realizable_iff
#print axioms PairCorrelationBounds.eq_pairWeight
#print axioms PairCorrelationBounds.exists_realizable_iff
#print axioms PairCorrelationBounds.triangle_frustration
```

```
'PairCorrelationBounds.realizable_iff' depends on axioms: [propext, Classical.choice, Quot.sound]
'PairCorrelationBounds.eq_pairWeight' depends on axioms: [propext, Classical.choice, Quot.sound]
'PairCorrelationBounds.exists_realizable_iff' depends on axioms: [propext, Classical.choice, Quot.sound]
'PairCorrelationBounds.triangle_frustration' depends on axioms: [propext, Classical.choice, Quot.sound]
```

## Notes on the proof

`cluster_inversion` follows the inversion step. The fact named `h` is the expanded indicator, checked by `cases` on `x`, `y`, `s`, `t`, which gives sixteen numerical identities for `norm_num`. The equation `e` collects the four sums into one and compares summands with `ring`. It keeps `∑ ω, p ω` as a term, which `hp` then replaces by $1$.

`pairWeight_moments` writes each sum over `Bool × Bool` as four explicit terms, and `ring` carries out the cancellations that by hand came from the vanishing sums of $s$, $t$ and $st$.

In `pairWeight_nonneg_iff` the forward direction evaluates the hypothesis at the four states: `h1` and `h2` are the parallel weights and give `lo`, while `h3` and `h4` are the antiparallel weights and give `hi`. In both, `abs_le` reduces the absolute value to two linear inequalities. The backward direction records $-|u|\le u\le|u|$ for $u=m_1+m_2$ and $u=m_1-m_2$ through `neg_abs_le` and `le_abs_self`, after which the nonnegativity of each of the four weights is a linear consequence of the bounds.

`corr_bounds` uses inversion from right to left, turning the weight into `pairProb`, and `Finset.sum_nonneg` shows that a sum of $p(\omega)$ times $0$ or $1$ is nonnegative. `realizable_iff` applies this to `Prod.fst` and `Prod.snd` for necessity and offers `pairWeight m₁ m₂ c` as the witness for sufficiency.

`eq_pairWeight` does not go through inversion. Normalisation and the three moment equations are four linear equations in the four unknown weights, and `linarith` solves them state by state.

`exists_realizable_iff` combines the two bounds with the same four absolute-value inequalities to confine the means. For the converse it chooses the lower end `|m₁ + m₂| - 1` as $c$, so that the lower bound is `le_rfl`, and `abs_cases` runs through the four sign choices for the upper bound.

`triangle_bound` checks the pointwise inequality on the eight states of three spins, rewrites the total weight plus the three correlations as the average of $1+xy+yz+zx$ in `e`, and inserts normalisation. `triangle_frustration` evaluates `realizable_iff` at zero means, where the bounds become $-1\le c\le1$, and obtains the contradiction between $3c\ge-1$ and `h2`.
